# A spin-scaled energy with two different density powers above one has no density-independent spin factor

A uniform electron gas has spin densities $n_\uparrow$ and $n_\downarrow$, total density $n = n_\uparrow + n_\downarrow$ and polarization $z = (n_\uparrow - n_\downarrow)/n$, often written $\zeta$. Its spin factor is the energy at polarization $z$ divided by the energy of the unpolarized gas at the same $n$. The question is whether this factor can depend on $z$ alone when the energy has two terms that scale differently with density.

In Lean 4 with Mathlib:

```lean
import Mathlib

namespace DensityDependentSpinInterpolation
```

Each power $p$ of the density has its own spin function,
$$\phi_p(z) = \tfrac12\left[(1+z)^p + (1-z)^p\right].$$
The letter $\phi$ without an index often denotes the case $p = 2/3$ in the density-functional literature; here the exponent is free.

```lean
/-- The spin function `((1+z)^p + (1-z)^p)/2` of a term scaling as the power `p` of the density,
for polarization `z` between `-1` and `1`. -/
noncomputable def spinPhi (p z : ℝ) : ℝ := ((1 + z) ^ p + (1 - z) ^ p) / 2
```

The unpolarized energy is taken per volume, not per particle: $e(n) = a n^p + b n^q$, with real coefficients $a, b$ and real exponents $p, q$. All quantities are plain real numbers in some fixed system of units.

```lean
/-- Energy per volume of the unpolarized gas of density `n`, a sum of two power laws. -/
noncomputable def energyDensity (a b p q n : ℝ) : ℝ := a * n ^ p + b * n ^ q
```

The polarized energy follows from spin scaling. Each species contributes half the energy of an unpolarized gas with twice that species' density, and $2n_\uparrow = n(1+z)$, $2n_\downarrow = n(1-z)$. Hence
$$e(n,z) = \tfrac12\left[e(n(1+z)) + e(n(1-z))\right].$$
This rule is exact for the non-interacting kinetic energy and for exchange. It fails for correlation, so passing from this model to the full energy of a real electron gas is a step that no hypothesis below supplies.

```lean
/-- Energy per volume at polarization `z`, by spin scaling: each spin species contributes half
the energy of an unpolarized gas with twice the density of that species. -/
noncomputable def polarizedEnergy (a b p q n z : ℝ) : ℝ :=
  (energyDensity a b p q (n * (1 + z)) + energyDensity a b p q (n * (1 - z))) / 2
```

The spin factor is the quotient $e(n,z)/e(n)$.

```lean
/-- The ratio of polarized to unpolarized energy at the same density. It is meaningful where the
unpolarized energy density is nonzero; elsewhere Lean's division gives the value 0. -/
noncomputable def spinFactor (a b p q n z : ℝ) : ℝ :=
  polarizedEnergy a b p q n z / energyDensity a b p q n
```

For $1 < p < q$ and $0 < |z| \le 1$, two results hold. If $a$ and $b$ are positive, the factor strictly increases with density. If they are merely nonzero, no single number serves as the factor at two different positive densities.

## No negative spin density: $|z| \le 1$ and $n \ge 0$

These conditions say that neither species has a negative density. By hand they allow the power of a product to be split, $(n(1\pm z))^p = n^p(1\pm z)^p$, and likewise for $q$. Collecting terms gives
$$e(n,z) = a n^p \phi_p(z) + b n^q \phi_q(z).$$

In the proof, `hz` yields $0 \le 1+z$ and $0 \le 1-z$, which `Real.mul_rpow` requires together with `hn`; `ring` collects the terms. Beyond $|z| = 1$ one species would have a negative density, and a non-integer power of it has no physical meaning.

```lean
/-- For density `n ≥ 0` and `|z| ≤ 1`, spin scaling multiplies each power law by its own
spin function. -/
theorem polarizedEnergy_eq (a b p q : ℝ) {n z : ℝ} (hn : 0 ≤ n) (hz : |z| ≤ 1) :
    polarizedEnergy a b p q n z = a * n ^ p * spinPhi p z + b * n ^ q * spinPhi q z := by
  obtain ⟨h1, h2⟩ := abs_le.1 hz
  have hu : 0 ≤ 1 + z := by linarith
  have hd : 0 ≤ 1 - z := by linarith
  unfold polarizedEnergy energyDensity spinPhi
  rw [Real.mul_rpow (z := p) hn hu, Real.mul_rpow (z := q) hn hu,
    Real.mul_rpow (z := p) hn hd, Real.mul_rpow (z := q) hn hd]
  ring
```

## A polarized gas and powers above one: $z \ne 0$ and $1 < p$

An exponent above one means that the term's energy per particle, proportional to $n^{p-1}$, grows in magnitude with density. For such a power Bernoulli's inequality gives, for $z \neq 0$,
$$(1+z)^p > 1 + pz, \qquad (1-z)^p > 1 - pz.$$
The average of the two lines is $\phi_p(z) > 1$. The proof has the same two inequalities as `hu` and `hd`, and `linarith` averages them.

Without $z \neq 0$ both results fail: $\phi_p(0) = 1$ for every $p$, so the factor is 1 wherever $e(n) \neq 0$. At $p = 1$ the inequality above becomes an equality, since $\phi_1(z) = 1$.

For the density dependence, the lower bound on $p$ may not be relaxed to $p \ge 0$: with $p = 0$, $q = 1$ and $|z| < 1$, both spin functions equal 1 and the factor is constant. This example says nothing against $p = 1$, where $\phi_1 = 1 < \phi_q$ still separates the two terms.

```lean
/-- For an exponent `p > 1` and nonzero polarization with `|z| ≤ 1`, the spin function
exceeds one. -/
theorem one_lt_spinPhi {p z : ℝ} (hp : 1 < p) (hz : |z| ≤ 1) (hz0 : z ≠ 0) :
    1 < spinPhi p z := by
  obtain ⟨h1, h2⟩ := abs_le.1 hz
  -- Bernoulli's inequality for each spin species
  have hu : 1 + p * z < (1 + z) ^ p := one_add_mul_self_lt_rpow_one_add h1 hz0 hp
  have hd : 1 + p * (-z) < (1 - z) ^ p := by
    simpa only [sub_eq_add_neg] using
      one_add_mul_self_lt_rpow_one_add (s := -z) (by linarith) (neg_ne_zero.2 hz0) hp
  unfold spinPhi
  linarith only [hu, hd]
```

## Two terms that scale differently: $p < q$

Physically, the balance between the two terms shifts with density. To see that their spin functions differ, set $r = q/p > 1$. For $x \ge 0$, Bernoulli's inequality applied to $x^p = 1 + (x^p - 1)$ gives
$$x^q = (x^p)^r \ge 1 + r(x^p - 1).$$
Averaging over $x = 1+z$ and $x = 1-z$,
$$\phi_q \ge 1 + r(\phi_p - 1) = \phi_p + (r-1)(\phi_p - 1) > \phi_p.$$

The central device is Mathlib's `one_add_mul_self_le_rpow_one_add`, Bernoulli's inequality for real exponents. It asks for an increment of at least $-1$ and an exponent of at least 1. The increment here is `x ^ p - 1`, and the closed endpoint $-1$ is what admits the fully polarized gas, where the minority species has $x = 0$. Writing $q$ as `p * r` puts the power in the form that `Real.rpow_mul` handles. The non-strict version is enough, because strictness comes from the product $(r-1)(\phi_p-1) > 0$, called `hpos`.

If $p = q$, the factor is $\phi_p(z)$ at every density where $e(n) \neq 0$. What this example requires is $p \neq q$; which exponent is called $q$ is a matter of labelling.

```lean
/-- At fixed nonzero polarization with `|z| ≤ 1`, the spin function strictly increases with
the exponent, for exponents above one. -/
theorem spinPhi_lt_spinPhi {p q z : ℝ} (hp : 1 < p) (hpq : p < q) (hz : |z| ≤ 1)
    (hz0 : z ≠ 0) : spinPhi p z < spinPhi q z := by
  have hφ := one_lt_spinPhi hp hz hz0
  obtain ⟨h1, h2⟩ := abs_le.1 hz
  have hp0 : 0 < p := by linarith
  have hpne : p ≠ 0 := hp0.ne'
  obtain ⟨r, rfl⟩ : ∃ r, q = p * r := ⟨q / p, by field_simp⟩
  have hr : 1 < r := lt_of_mul_lt_mul_left (by linarith : p * 1 < p * r) hp0.le
  -- Bernoulli's inequality for `x ^ q = (x ^ p) ^ r`
  have key : ∀ x : ℝ, 0 ≤ x → 1 + r * (x ^ p - 1) ≤ x ^ (p * r) := by
    intro x hx
    have h := one_add_mul_self_le_rpow_one_add (s := x ^ p - 1)
      (by linarith [Real.rpow_nonneg hx p]) hr.le
    simp only [add_sub_cancel] at h
    exact h.trans_eq (Real.rpow_mul hx p r).symm
  have hu := key (1 + z) (by linarith)
  have hd := key (1 - z) (by linarith)
  have hge : 1 + r * (spinPhi p z - 1) ≤ spinPhi (p * r) z := by
    unfold spinPhi
    linarith only [hu, hd]
  have hpos := mul_pos (sub_pos.2 hr) (sub_pos.2 hφ)
  linarith only [hge, hpos]
```

## Two positive contributions: $a > 0$ and $b > 0$

Both terms now raise the energy, so $e(n) > 0$ for $n > 0$. This is a model of two contributions of like sign, and not yet jellium with its negative exchange. With $t = n^{q-p}$ one has $n^q = n^p t$, and the common power $n^p$ cancels:
$$\frac{e(n,z)}{e(n)} = \frac{a\phi_p + bt\,\phi_q}{a + bt} = \phi_q - \frac{a(\phi_q - \phi_p)}{a + bt}.$$

The splitting of the power is a lemma of its own. In the formula for the factor, the auxiliary statement `alg` carries out the algebra with $n^p$ and $n^{q-p}$ replaced by positive numbers `N` and `t`; positivity of the coefficients keeps both denominators away from zero.

```lean
/-- A power of a positive density splits into another power and the remaining one. -/
theorem rpow_split (p q : ℝ) {n : ℝ} (hn : 0 < n) : n ^ q = n ^ p * n ^ (q - p) := by
  rw [← Real.rpow_add hn, add_sub_cancel]

/-- For positive coefficients and density and `|z| ≤ 1`, the spin factor is the spin function
of the power `q` minus a correction that depends on density only through `n^(q-p)`. -/
theorem spinFactor_eq {a b n z : ℝ} (p q : ℝ) (ha : 0 < a) (hb : 0 < b) (hn : 0 < n)
    (hz : |z| ≤ 1) :
    spinFactor a b p q n z =
      spinPhi q z - a * (spinPhi q z - spinPhi p z) / (a + b * n ^ (q - p)) := by
  have alg : ∀ N t P Q : ℝ, 0 < N → 0 < t →
      (a * N * P + b * (N * t) * Q) / (a * N + b * (N * t)) =
        Q - a * (Q - P) / (a + b * t) := by
    intro N t P Q hN ht
    have hD : a + b * t ≠ 0 := by positivity
    have hE : a * N + b * (N * t) ≠ 0 := by positivity
    have hc : a * (Q - P) / (a + b * t) * (a + b * t) = a * (Q - P) := div_mul_cancel₀ _ hD
    exact (div_eq_iff hE).2 (by linear_combination N * hc)
  rw [spinFactor, polarizedEnergy_eq a b p q hn.le hz, energyDensity, rpow_split p q hn]
  exact alg _ _ _ _ (Real.rpow_pos_of_pos hn _) (Real.rpow_pos_of_pos hn _)
```

As $n$ grows, so does $t$, because $q - p > 0$. The denominator $a + bt$ then grows, the positive correction shrinks, and the factor rises. The proof compares two densities $n < m$ in this order: `ht` for the powers, `hD` for the denominators and `h` for the corrections. `StrictMonoOn` on `Set.Ioi 0` means strictly increasing over all positive densities.

```lean
/-- For positive coefficients, exponents `1 < p < q` and nonzero polarization with `|z| ≤ 1`,
the spin factor strictly increases with the density. -/
theorem spinFactor_strictMonoOn {a b p q z : ℝ} (ha : 0 < a) (hb : 0 < b) (hp : 1 < p)
    (hpq : p < q) (hz : |z| ≤ 1) (hz0 : z ≠ 0) :
    StrictMonoOn (fun n => spinFactor a b p q n z) (Set.Ioi 0) := by
  intro n hn m hm hnm
  have hn' : 0 < n := Set.mem_Ioi.1 hn
  have hm' : 0 < m := Set.mem_Ioi.1 hm
  have hφ := spinPhi_lt_spinPhi hp hpq hz hz0
  have ht : n ^ (q - p) < m ^ (q - p) := Real.rpow_lt_rpow hn'.le hnm (sub_pos.2 hpq)
  have hD := mul_lt_mul_of_pos_left ht hb
  have hpos := mul_pos hb (Real.rpow_pos_of_pos hn' (q - p))
  -- the correction shrinks as its denominator grows
  have h := div_lt_div_of_pos_left (mul_pos ha (sub_pos.2 hφ)) (add_pos ha hpos)
    (by linarith only [hD] : a + b * n ^ (q - p) < a + b * m ^ (q - p))
  beta_reduce
  rw [spinFactor_eq p q ha hb hn' hz, spinFactor_eq p q ha hb hm' hz]
  exact sub_lt_sub_left h _
```

The correction also lies strictly between $0$ and $\phi_q - \phi_p$, since $0 < a/(a+bt) < 1$. Therefore
$$\phi_p(z) < \frac{e(n,z)}{e(n)} < \phi_q(z).$$

```lean
/-- For positive coefficients and density, exponents `1 < p < q` and nonzero polarization with
`|z| ≤ 1`, the spin factor lies strictly between the spin functions of the two power laws. -/
theorem spinFactor_bounds {a b p q n z : ℝ} (ha : 0 < a) (hb : 0 < b) (hp : 1 < p)
    (hpq : p < q) (hn : 0 < n) (hz : |z| ≤ 1) (hz0 : z ≠ 0) :
    spinPhi p z < spinFactor a b p q n z ∧ spinFactor a b p q n z < spinPhi q z := by
  have hφ := sub_pos.2 (spinPhi_lt_spinPhi hp hpq hz hz0)
  have ht := mul_pos hb (Real.rpow_pos_of_pos hn (q - p))
  have h1 := div_pos (mul_pos ha hφ) (add_pos ha ht)
  have h2 := (div_lt_iff₀ (add_pos ha ht)).2
    (by linarith only [mul_pos hφ ht] : a * (spinPhi q z - spinPhi p z) <
      (spinPhi q z - spinPhi p z) * (a + b * n ^ (q - p)))
  rw [spinFactor_eq p q ha hb hn hz]
  exact ⟨lt_sub_comm.1 h2, sub_lt_self _ h1⟩
```

The formula also shows how the bounds are approached: the factor tends to $\phi_p(z)$ as $n \to 0$ and to $\phi_q(z)$ as $n \to \infty$. These limits are read off by hand, whereas the theorem states the strict bounds. At full polarization $\phi_p(1) = 2^{p-1}$, so for exponents $4/3$ and $5/3$ the factor runs from $2^{1/3} \approx 1.26$ to $2^{2/3} \approx 1.59$.

With coefficients of opposite sign the rise is lost. The derivative of the factor with respect to $t$ is $ab(\phi_q - \phi_p)/(a+bt)^2$, which is then negative on either side of the density where $a + bt = 0$. What the monotonicity needs is $ab > 0$.

## Nonzero coefficients and two densities: $a, b \ne 0$ and $0 < n < m$

The second result allows either sign for each coefficient. Since $e(n)$ may now vanish, the statement avoids the quotient and asks for a number $F$ with $e(n,z) = F e(n)$ and $e(m,z) = F e(m)$. Dividing the conditions by $n^p$ and $m^p$ gives
$$a(\phi_p - F) + b n^{q-p}(\phi_q - F) = 0,$$
$$a(\phi_p - F) + b m^{q-p}(\phi_q - F) = 0.$$
Subtraction leaves
$$b\,(n^{q-p} - m^{q-p})(\phi_q - F) = 0.$$
As $b \neq 0$ and the two powers differ, $F = \phi_q$. The first condition then reduces to $a(\phi_p - F) = 0$, and $a \neq 0$ gives $F = \phi_p$. This contradicts $\phi_p < \phi_q$.

In the proof, `red` performs the division by the lower power, `e1` and `e2` are the two conditions, and `e3` is their difference.

If $a = 0$, the number $F = \phi_q$ works at every density; if $b = 0$, $F = \phi_p$ does. A single density with $e(n) \neq 0$ always has a factor, namely its own ratio. Nor can $n = 0$ serve as one of the two densities, because both energies vanish there and every $F$ fits.

```lean
/-- For nonzero coefficients of either sign, exponents `1 < p < q` and nonzero polarization with
`|z| ≤ 1`, no single factor `F` turns the unpolarized into the polarized energy at two different
positive densities. -/
theorem no_common_factor {a b p q z n m : ℝ} (ha : a ≠ 0) (hb : b ≠ 0) (hp : 1 < p)
    (hpq : p < q) (hz : |z| ≤ 1) (hz0 : z ≠ 0) (hn : 0 < n) (hnm : n < m) (F : ℝ) :
    ¬ (polarizedEnergy a b p q n z = F * energyDensity a b p q n ∧
      polarizedEnergy a b p q m z = F * energyDensity a b p q m) := by
  have hφ := spinPhi_lt_spinPhi hp hpq hz hz0
  have ht : n ^ (q - p) < m ^ (q - p) := Real.rpow_lt_rpow hn.le hnm (sub_pos.2 hpq)
  -- the condition at one density, divided by the lower power
  have red : ∀ x : ℝ, 0 < x → polarizedEnergy a b p q x z = F * energyDensity a b p q x →
      a * (spinPhi p z - F) + b * x ^ (q - p) * (spinPhi q z - F) = 0 := by
    intro x hx h
    rw [polarizedEnergy_eq a b p q hx.le hz, energyDensity, rpow_split p q hx] at h
    have h' : x ^ p * (a * (spinPhi p z - F) + b * x ^ (q - p) * (spinPhi q z - F)) = 0 := by
      linear_combination h
    exact (mul_eq_zero.1 h').resolve_left (Real.rpow_pos_of_pos hx p).ne'
  rintro ⟨h1, h2⟩
  have e1 := red n hn h1
  have e2 := red m (hn.trans hnm) h2
  -- subtracting the two conditions isolates the higher power
  have e3 : b * (n ^ (q - p) - m ^ (q - p)) * (spinPhi q z - F) = 0 := by
    linear_combination e1 - e2
  have hq := (mul_eq_zero.1 e3).resolve_left (mul_ne_zero hb (sub_ne_zero.2 ht.ne))
  rw [hq, mul_zero, add_zero] at e1
  have hp' := (mul_eq_zero.1 e1).resolve_left ha
  linarith only [hφ, hq, hp']
```

## Jellium with kinetic and exchange energy: $c_k > 0$ and $c_x > 0$

In jellium the uniform background cancels the classical electrostatic energy. Without correlation, what remains is
$$e(n) = c_k n^{5/3} - c_x n^{4/3}.$$
The constant $c_k$ stands for the kinetic energy of the filled Fermi sphere and $c_x$ for the exchange energy of the same state. In Hartree atomic units $c_k = \tfrac{3}{10}(3\pi^2)^{2/3}$ and $c_x = \tfrac34(3/\pi)^{1/3}$, but the theorem uses only their signs. In the notation above, $a = -c_x$, $p = 4/3$, $b = c_k$ and $q = 5/3$.

The theorem fixes a polarization with $0 < |z| \le 1$ and says that no $F$, even one chosen for that $z$, fits all positive densities. Its proof applies the previous result at the densities 1 and 2. The positivity of $c_k$ and $c_x$ enters only through their being nonzero.

The result applies to a Thomas–Fermi–Dirac model, which treats both the kinetic and the exchange energy as local functions of the spin densities and omits correlation. There a single function of $z$ multiplying the sum of the two terms cannot reproduce the polarized energy at all densities, whereas a separate spin function for each term does. Kohn–Sham calculations in the local spin-density approximation obtain the non-interacting kinetic energy from orbitals instead, so they do not use a spin function for it.

```lean
/-- For jellium with kinetic energy `ck n^(5/3)` and exchange energy `-cx n^(4/3)`, where
`ck, cx > 0`, no density-independent spin factor exists at any nonzero polarization with
`|z| ≤ 1`. -/
theorem jellium_no_spin_factor {cx ck z : ℝ} (hx : 0 < cx) (hk : 0 < ck) (hz : |z| ≤ 1)
    (hz0 : z ≠ 0) :
    ¬ ∃ F : ℝ, ∀ n : ℝ, 0 < n →
      polarizedEnergy (-cx) ck (4 / 3) (5 / 3) n z =
        F * energyDensity (-cx) ck (4 / 3) (5 / 3) n := by
  rintro ⟨F, hF⟩
  have h1 := hF 1 (by norm_num)
  have h2 := hF 2 (by norm_num)
  exact no_common_factor (neg_ne_zero.2 hx.ne') hk.ne' (by norm_num) (by norm_num) hz hz0
    (by norm_num) (by norm_num) F ⟨h1, h2⟩

end DensityDependentSpinInterpolation
```

```lean
#print axioms DensityDependentSpinInterpolation.spinFactor_strictMonoOn
#print axioms DensityDependentSpinInterpolation.spinFactor_bounds
#print axioms DensityDependentSpinInterpolation.jellium_no_spin_factor
```

```
'DensityDependentSpinInterpolation.spinFactor_strictMonoOn' depends on axioms: [propext, Classical.choice, Quot.sound]
'DensityDependentSpinInterpolation.spinFactor_bounds' depends on axioms: [propext, Classical.choice, Quot.sound]
'DensityDependentSpinInterpolation.jellium_no_spin_factor' depends on axioms: [propext, Classical.choice, Quot.sound]
```
